# Inner products from covariant and contravariant components in a finite non-orthogonal basis

When a calculation restarts in a different atomic-orbital basis, the old orbitals can be carried over by projection. The program then first computes the overlaps $b_i=\langle v_i,x\rangle$ of an old orbital $x$ with the new basis functions $v_i$. These numbers are not yet expansion coefficients. To get those, the program solves $Sc=b$, where $S$ is the overlap matrix of the new basis. Each projected orbital then has two lists of numbers, and an inner product of two such orbitals needs a different formula depending on which lists go into it.

## Three expressions for one inner product

Let $v_i$ be a finite family of vectors in a complex inner product space, with overlap matrix $S_{ij}=\langle v_i,v_j\rangle$. Take two vectors in its span,

$$x=\sum_i c_i v_i,\qquad y=\sum_i d_i v_i .$$

The coefficients $c_i$ and $d_i$ are the contravariant components. The inner products $b_i=\langle v_i,x\rangle$ and $e_i=\langle v_i,y\rangle$ are the covariant components. Tensor notation would write the coefficients with upper indices; here all indices are lower, and the letter tells the two kinds apart. The inner product is conjugate-linear in its first slot, as in Dirac notation, and a superscript $H$ denotes the conjugate transpose. If the family is linearly independent, then

$$b=Sc,\qquad \langle x,y\rangle=c^{H}Sd=c^{H}e=b^{H}S^{-1}e .$$

Two lists of coefficients need $S$ between them, two lists of overlaps need $S^{-1}$, and a mixed pair needs no matrix at all. For molecular orbitals expanded in a finite, linearly independent set of atomic functions, these are the formulas for orbital norms and orbital overlaps.

## Moving occupied orbitals to another basis set

Suppose the old orbital is $x=\sum_\mu a_\mu\varphi_\mu$ in the old basis functions $\varphi_\mu$. With the rectangular matrix $T_{i\mu}=\langle v_i,\varphi_\mu\rangle$, its covariant components in the new basis are $b=Ta$. The matrix $S$ is positive definite, because $c^{H}Sc=\lVert\sum_i c_iv_i\rVert^2$ is positive for $c\neq0$ in an independent basis. It therefore has a Cholesky factorisation $S=LL^{H}$. Two triangular solves, $Lz=b$ and $L^{H}c=z$, give the new coefficients without forming $S^{-1}$.

The old orbital usually has a part outside the span of the new basis. The vector $\tilde x=\sum_i c_i v_i$ is then its orthogonal projection, and it has the same covariant components $b$ as $x$. For two projected orbitals with covariant components $b$ and $e$,

$$\langle\tilde x,\tilde y\rangle=b^{H}S^{-1}e=z_x^{H}z_y,$$

where $z_x$ and $z_y$ are the intermediate vectors of the first triangular solve. Orbitals that were orthonormal in the old basis are in general no longer so after projection. If they are still linearly independent, the matrix of these products can be used to orthonormalise them again before the starting density matrix is built.

## From linearity to the inverse overlap

**Covariant components.** Linearity in the second slot gives

$$b_i=\Big\langle v_i,\sum_j c_jv_j\Big\rangle=\sum_j S_{ij}c_j=(Sc)_i .$$

In the same way $e=Sd$.

**Expanding one slot.** Expanding the first vector conjugates its coefficients:

$$\langle x,y\rangle=\sum_j c_j^{*}\langle v_j,y\rangle=c^{H}e=c^{H}Sd .$$

Expanding the second vector instead, and using $\langle x,v_j\rangle=b_j^{*}$, gives

$$\langle x,y\rangle=\sum_j\langle x,v_j\rangle d_j=b^{H}d .$$

Neither computation uses linear independence.

**Nonsingularity.** Suppose first that $\det S\neq0$ and $\sum_i c_iv_i=0$. The covariant components of the zero vector vanish, so $Sc=0$ and hence $c=0$. The family is independent. Suppose now that $S$ is singular, and choose $c\neq0$ with $Sc=0$. Then

$$\Big\lVert\sum_i c_iv_i\Big\rVert^2=c^{H}Sc=0,$$

so a nontrivial combination vanishes and the family is dependent. Thus $S$ is nonsingular exactly when the family is linearly independent.

**Both vectors given by overlaps.** For an independent family, $e=Sd$ can be solved as $d=S^{-1}e$. Inserting this into $\langle x,y\rangle=b^{H}d$ gives $b^{H}S^{-1}e$.

**Dual vectors.** Define $w_i=\sum_j(S^{-1})_{ji}v_j$. The coefficients of $w_i$ are column $i$ of $S^{-1}$, so

$$\langle v_j,w_i\rangle=(SS^{-1})_{ji}=\delta_{ji}.$$

Expanding the second slot of $\langle w_i,x\rangle$ then gives

$$\langle w_i,x\rangle=\sum_j\langle w_i,v_j\rangle c_j=c_i .$$

The contravariant components are inner products too, taken with the dual vectors.

**Vectors outside the span.** For an independent family and any $x$ in the space, set $c=S^{-1}b$. Then

$$\Big\langle v_i,\;x-\sum_k c_kv_k\Big\rangle=b_i-(Sc)_i=0,$$

so the residual is orthogonal to every basis vector. This is the projection used in the basis change above.

**Two basis functions.** Take two normalised functions with real overlap $s$, $|s|<1$:

$$S=\begin{pmatrix}1&s\\ s&1\end{pmatrix},\qquad S^{-1}=\frac{1}{1-s^2}\begin{pmatrix}1&-s\\-s&1\end{pmatrix}.$$

The vector $x=v_1$ has $c=(1,0)$ and $b=(1,s)$. Its squared norm is $b^{H}S^{-1}b=1$, whereas $b^{H}b=1+s^2$. At $s=0$ the two kinds of components coincide. As $s\to1$, the eigenvalue $1/(1-s)$ of $S^{-1}$ diverges, and an error in $b$ along $(1,-1)$ is amplified by that factor in $c$.

## The components and their identities in Lean

```lean
import Mathlib

open Matrix

namespace NonorthogonalComponents

noncomputable section

variable {n E : Type*} [NormedAddCommGroup E] [InnerProductSpace ℂ E]

/-- The overlap matrix `S i j = ⟨v i, v j⟩` of a family of vectors. -/
def overlap (v : n → E) : Matrix n n ℂ :=
  Matrix.of fun i j => inner ℂ (v i) (v j)

/-- The covariant components `⟨v i, x⟩` of a vector `x`. -/
def covariant (v : n → E) (x : E) : n → ℂ :=
  fun i => inner ℂ (v i) x

variable [Fintype n]

/-- The vector `∑ i, c i • v i` with contravariant components `c`. -/
def expand (v : n → E) (c : n → ℂ) : E :=
  ∑ i, c i • v i

/-- The overlap matrix turns contravariant components into covariant ones: `b = S c`. -/
theorem covariant_expand (v : n → E) (c : n → ℂ) :
    covariant v (expand v c) = overlap v *ᵥ c := by
  ext i
  change inner ℂ (v i) (∑ j, c j • v j) = ∑ j, inner ℂ (v i) (v j) * c j
  rw [inner_sum]
  refine Finset.sum_congr rfl fun j _ => ?_
  rw [inner_smul_right, mul_comm]

/-- The inner product of `∑ i, c i • v i` with any vector `y` pairs the conjugated
contravariant components of the first with the covariant components of the second. -/
theorem inner_expand_left (v : n → E) (c : n → ℂ) (y : E) :
    inner ℂ (expand v c) y = star c ⬝ᵥ covariant v y := by
  change inner ℂ (∑ j, c j • v j) y = ∑ j, star (c j) * inner ℂ (v j) y
  rw [sum_inner]
  refine Finset.sum_congr rfl fun j _ => ?_
  rw [inner_smul_left]
  rfl

/-- The inner product of any vector `x` with `∑ i, d i • v i` pairs the conjugated
covariant components of the first with the contravariant components of the second. -/
theorem inner_expand_right (v : n → E) (x : E) (d : n → ℂ) :
    inner ℂ x (expand v d) = star (covariant v x) ⬝ᵥ d := by
  change inner ℂ x (∑ j, d j • v j) = ∑ j, star (covariant v x j) * d j
  rw [inner_sum]
  refine Finset.sum_congr rfl fun j _ => ?_
  have h : star (covariant v x j) = inner ℂ x (v j) := inner_conj_symm x (v j)
  rw [h, inner_smul_right, mul_comm]

variable [DecidableEq n]

/-- The overlap matrix is nonsingular exactly when the family is linearly independent. -/
theorem overlap_det_ne_zero_iff (v : n → E) :
    (overlap v).det ≠ 0 ↔ LinearIndependent ℂ v := by
  constructor
  · intro hS
    rw [Fintype.linearIndependent_iff]
    intro c hc
    -- a vanishing combination has vanishing covariant components
    have h0 : overlap v *ᵥ c = 0 := by
      rw [← covariant_expand, show expand v c = 0 from hc]
      ext i
      exact inner_zero_right (v i)
    exact fun i => congrFun (Matrix.eq_zero_of_mulVec_eq_zero hS h0) i
  · intro hv hS
    obtain ⟨c, hc, h0⟩ := Matrix.exists_mulVec_eq_zero_iff.mpr hS
    -- a null vector of S gives a combination of zero norm
    have hn : inner ℂ (expand v c) (expand v c) = 0 := by
      rw [inner_expand_left, covariant_expand, h0, dotProduct_zero]
    have hx : expand v c = 0 := inner_self_eq_zero.mp hn
    exact hc (funext (Fintype.linearIndependent_iff.mp hv c hx))

/-- For a linearly independent family the inverse overlap matrix recovers the
contravariant components from the covariant ones: `c = S⁻¹ b`. -/
theorem inv_overlap_mulVec_covariant {v : n → E} (hv : LinearIndependent ℂ v)
    (c : n → ℂ) : (overlap v)⁻¹ *ᵥ covariant v (expand v c) = c := by
  have hu : IsUnit (overlap v).det := ((overlap_det_ne_zero_iff v).mpr hv).isUnit
  rw [covariant_expand, Matrix.mulVec_mulVec, Matrix.nonsing_inv_mul _ hu,
    Matrix.one_mulVec]

/-- For `x = ∑ i, c i • v i` and `y = ∑ i, d i • v i` in a linearly independent family, with
covariant components `b` and `e`, one has `b = S c` and
`⟨x, y⟩ = c^H S d = c^H e = b^H S⁻¹ e`. -/
theorem inner_eq_components {v : n → E} (hv : LinearIndependent ℂ v)
    {x y : E} {c d : n → ℂ} (hx : x = expand v c) (hy : y = expand v d) :
    covariant v x = overlap v *ᵥ c ∧
    inner ℂ x y = star c ⬝ᵥ (overlap v *ᵥ d) ∧
    inner ℂ x y = star c ⬝ᵥ covariant v y ∧
    inner ℂ x y = star (covariant v x) ⬝ᵥ ((overlap v)⁻¹ *ᵥ covariant v y) := by
  subst hx hy
  refine ⟨covariant_expand v c, ?_, inner_expand_left v c _, ?_⟩
  · rw [inner_expand_left, covariant_expand]
  · rw [inv_overlap_mulVec_covariant hv, inner_expand_right]

/-- The vector `∑ j, (S⁻¹) j i • v j`, which is the dual vector when the overlap matrix is
nonsingular. For a singular overlap matrix Lean's `S⁻¹` is zero, and so is this vector. -/
def dual (v : n → E) (i : n) : E :=
  expand v fun j => (overlap v)⁻¹ j i

/-- The dual vectors of a linearly independent family are biorthogonal to it. -/
theorem inner_dual {v : n → E} (hv : LinearIndependent ℂ v) (j i : n) :
    inner ℂ (v j) (dual v i) = if j = i then 1 else 0 := by
  have hu : IsUnit (overlap v).det := ((overlap_det_ne_zero_iff v).mpr hv).isUnit
  have h : inner ℂ (v j) (dual v i) = (overlap v * (overlap v)⁻¹) j i :=
    congrFun (covariant_expand v fun k => (overlap v)⁻¹ k i) j
  rw [h, Matrix.mul_nonsing_inv _ hu, Matrix.one_apply]

/-- For a linearly independent family, the contravariant components of a vector are its
inner products with the dual vectors. -/
theorem inner_dual_expand {v : n → E} (hv : LinearIndependent ℂ v) (c : n → ℂ) (i : n) :
    inner ℂ (dual v i) (expand v c) = c i := by
  have h : ∀ j, covariant v (dual v i) j = if j = i then 1 else 0 :=
    fun j => inner_dual hv j i
  rw [inner_expand_right]
  simp only [dotProduct, Pi.star_apply, h]
  -- only the term j = i survives
  rw [Finset.sum_eq_single i]
  · simp
  · intro j _ hj
    simp [hj]
  · simp

/-- For a linearly independent family and any vector `x`, in its span or not, the expansion
with coefficients `S⁻¹ b` differs from `x` by a vector orthogonal to every `v i`. -/
theorem residual_orthogonal {v : n → E} (hv : LinearIndependent ℂ v) (x : E) (i : n) :
    inner ℂ (v i) (x - expand v ((overlap v)⁻¹ *ᵥ covariant v x)) = 0 := by
  have hu : IsUnit (overlap v).det := ((overlap_det_ne_zero_iff v).mpr hv).isUnit
  -- the expansion has the same covariant components as x
  have h := congrFun (covariant_expand v ((overlap v)⁻¹ *ᵥ covariant v x)) i
  rw [Matrix.mulVec_mulVec, Matrix.mul_nonsing_inv _ hu, Matrix.one_mulVec] at h
  rw [inner_sub_right]
  exact sub_eq_zero.mpr h.symm

end

end NonorthogonalComponents
```

```lean
#print axioms NonorthogonalComponents.inner_expand_right
-- 'NonorthogonalComponents.inner_expand_right' depends on axioms: [propext, Classical.choice, Quot.sound]
#print axioms NonorthogonalComponents.inner_eq_components
-- 'NonorthogonalComponents.inner_eq_components' depends on axioms: [propext, Classical.choice, Quot.sound]
#print axioms NonorthogonalComponents.inner_dual_expand
-- 'NonorthogonalComponents.inner_dual_expand' depends on axioms: [propext, Classical.choice, Quot.sound]
#print axioms NonorthogonalComponents.residual_orthogonal
-- 'NonorthogonalComponents.residual_orthogonal' depends on axioms: [propext, Classical.choice, Quot.sound]
```

## What `inner_eq_components` states, and for which vectors

The type `n` labels the basis functions; it is an index set and not a number. The type `E` is the vector space and has nothing to do with energy. `E` may have any dimension, finite or infinite, and need not be complete, but `n` is finite from `expand` onwards. The other objects translate as follows.

- `overlap v` is $S$, and `covariant v x` is the list $b$.
- `expand v c` is the vector $\sum_i c_iv_i$.
- `*ᵥ` multiplies a matrix by a vector, and `star c ⬝ᵥ u` is $c^{H}u$.
- `dual v i` is the vector $w_i$, an element of `E` and not a linear functional.

The theorem `inner_eq_components` takes a linearly independent family `hv` and two vectors with given expansions, `hx` and `hy`. Its conclusion has four parts: $b=Sc$, followed by the three expressions for $\langle x,y\rangle$. The basis vectors need not be normalised, so the diagonal of $S$ is arbitrary apart from being positive. For a single vector $v$ the last expression reads $b^{*}e/\lVert v\rVert^2$.

Independence matters for the expression with the inverse. If $v_1=v_2=u$ with $\lVert u\rVert=1$, then $S$ is singular and Lean's inverse is the zero matrix by convention, so the expression would return $0$ for $\langle u,u\rangle=1$. The theorem `overlap_det_ne_zero_iff` guarantees a true inverse wherever the family is independent.

The expansions matter as well. If $x$ and $y$ both have parts outside the span, $b^{H}S^{-1}e$ is the inner product of their projections and can differ from $\langle x,y\rangle$. For such vectors the file supplies `residual_orthogonal`, which says that the residual is orthogonal to each $v_i$.

The proofs take the steps of the derivation in order:

- `covariant_expand` fixes a component with `ext i`, moves the sum out of the inner product with `inner_sum`, and pulls out each coefficient with `inner_smul_right`.
- `inner_expand_left` does the same in the first slot, where `inner_smul_left` produces the complex conjugate. `inner_expand_right` uses `inner_conj_symm` to replace $b_j^{*}$ by $\langle x,v_j\rangle$.
- `overlap_det_ne_zero_iff` treats the two directions separately. The first shows that a vanishing combination gives $Sc=0$ and concludes $c=0$. The second obtains a null vector of a singular $S$ and uses `inner_self_eq_zero` to pass from zero norm to the zero vector, which contradicts independence.
- `inv_overlap_mulVec_covariant` rewrites $S^{-1}b$ as $S^{-1}Sc$ and cancels the matrices.
- `inner_eq_components` assembles these results. For its last part it first turns $S^{-1}e$ into $d$, then applies `inner_expand_right`.
- `inner_dual` applies `covariant_expand` to column $i$ of $S^{-1}$. In `inner_dual_expand`, `Finset.sum_eq_single i` keeps the one surviving term of the sum.
- `residual_orthogonal` shows that the expansion with coefficients $S^{-1}b$ has the same covariant components as $x$, and subtracts.

Applying these theorems to a running program assumes, among other things, that the stored arrays for $S$ and $b$ contain the inner products of the same basis functions. In practice these numbers can carry errors from screening thresholds or quadrature grids, and both the storage and the linear solves use floating point. The theorems give no bound on how such deviations propagate to $c$ or to $\langle x,y\rangle$.
